# Eigenvalues of a diagonal block of a finite orthogonal projector lie in $[0,1]$ and, away from 0 and 1, pair as $x \leftrightarrow 1-x$ with the other block

Q: Here the ground state of an insulator is described by a single matrix, with no Hamiltonian and no lattice. What has been assumed?

A: That the state is a Slater determinant of non-interacting fermions in finitely many orthonormal orbitals. With orthonormal occupied one-particle states $\psi_a$, set $P=\sum_a|\psi_a\rangle\langle\psi_a|$, so that $P_{ij}=\langle c_j^\dagger c_i\rangle$, where $c_i$ annihilates a fermion in orbital $i$. Then $P^\dagger=P$, and $P^2=P$ says that every one-particle level is either full or empty, as at zero temperature. These two properties are the hypothesis `IsProjector`, assumed and not derived from a Hamiltonian. The orbitals split into a kept set `m` and a traced-out set `n`,
$$P=\begin{pmatrix}A&B\\B^\dagger&D\end{pmatrix},$$
written `fromBlocks A B Bᴴ D`, so $A$ and $D$ are the correlation matrices of the two halves. The flattened Hamiltonian $\tilde H=1-2P$ (`flatH`, called `Q` in its docstring) puts occupied states at $-1$ and empty ones at $+1$.

```lean
import Mathlib

open Matrix
open scoped ComplexOrder

namespace EntanglementSpectrum

variable {m n : Type*} [Fintype m] [Fintype n]

/-- `x` is an eigenvalue of `M`: some nonzero vector obeys `M v = x v`. -/
def IsEigenvalue {k : Type*} [Fintype k] (M : Matrix k k ℂ) (x : ℂ) : Prop :=
  ∃ v : k → ℂ, v ≠ 0 ∧ M *ᵥ v = x • v

/-- An orthogonal projector (onto the occupied states): Hermitian and idempotent. -/
structure IsProjector {k : Type*} [Fintype k] (P : Matrix k k ℂ) : Prop where
  herm : Pᴴ = P
  idem : P * P = P

/-- The spectrally flattened Hamiltonian `Q = 1 - 2 P`. -/
def flatH {k : Type*} [DecidableEq k] (P : Matrix k k ℂ) : Matrix k k ℂ :=
  1 - (2 : ℂ) • P
```

Q: Why is the eigenvalue complex? An occupation is a real number.

A: So that reality is a conclusion. `IsEigenvalue M x` means $Mv=xv$ for some $v\neq0$, not normalised, with $x\in\mathbb C$. Multiplying out $P^2=P$ gives
$$A^2+BB^\dagger=A,\quad AB+BD=B,\quad B^\dagger A+DB^\dagger=B^\dagger,\quad B^\dagger B+D^2=D,$$
and $P^\dagger=P$ gives $A^\dagger=A$ and $D^\dagger=D$. That is `block_relations`, where `fromBlocks_multiply` does the product and `fromBlocks_inj` compares block by block. The lemma before it, `expectation_gram`, is $v^\dagger M^\dagger Mv=\|Mv\|^2$ for a rectangular matrix $M$, where `star v ⬝ᵥ` is the bra $v^\dagger$. The docstring calls this number an expectation value, which is exact for a unit vector; for any other $v\neq0$ the expectation value is this number divided by $\|v\|^2$.

```lean
/-- The expectation value of `M† M` in `v` is the squared norm of `M v`. -/
theorem expectation_gram (M : Matrix n m ℂ) (v : m → ℂ) :
    star v ⬝ᵥ (Mᴴ * M) *ᵥ v = star (M *ᵥ v) ⬝ᵥ (M *ᵥ v) := by
  rw [Matrix.star_mulVec, ← Matrix.mulVec_mulVec, Matrix.dotProduct_mulVec (star v) Mᴴ]

/-- For a projector `[[A, B], [B†, D]]` the diagonal blocks are Hermitian and the blocks
obey the four block components of `P² = P`. -/
theorem block_relations {A : Matrix m m ℂ} {B : Matrix m n ℂ} {D : Matrix n n ℂ}
    (hP : IsProjector (fromBlocks A B Bᴴ D)) :
    Aᴴ = A ∧ Dᴴ = D ∧ A * A + B * Bᴴ = A ∧ A * B + B * D = B ∧
      Bᴴ * A + D * Bᴴ = Bᴴ ∧ Bᴴ * B + D * D = D := by
  have h1 := hP.herm
  have h2 := hP.idem
  rw [fromBlocks_conjTranspose, fromBlocks_inj] at h1
  rw [fromBlocks_multiply, fromBlocks_inj] at h2
  exact ⟨h1.1, h1.2.2.2, h2⟩
```

Q: Show me the bound without Lean.

A: Let $Av=xv$ with $v\neq0$. Since $A$ is Hermitian, the first relation reads $A=A^\dagger A+BB^\dagger$. Multiplied by $v^\dagger$ from the left and by $v$ from the right, it becomes
$$x\,\|v\|^2=|x|^2\|v\|^2+\|B^\dagger v\|^2 .$$
The right side is real and $\|v\|^2>0$, so $\operatorname{Im}x=0$. Then $(x-x^2)\|v\|^2=\|B^\dagger v\|^2\ge0$, so $x-x^2\ge0$. Hence $x\ge x^2\ge0$, and $1-x=(x-1)^2+(x-x^2)\ge0$.

In the proof `key` is the displayed equation, and `N` and `W` stand for $\|v\|^2$ and $\|B^\dagger v\|^2$, complex numbers shown to be real and non-negative. Next `him` and `hre` are the imaginary and real parts, `hq` is $(x-x^2)N=W$, and the two `nlinarith` calls receive the squares $x^2$ and $(x-1)^2$.

```lean
/-- Every eigenvalue of the half-system correlation matrix `A` is real and lies in `[0, 1]`. -/
theorem eigenvalue_mem_unit_interval {A : Matrix m m ℂ} {B : Matrix m n ℂ} {D : Matrix n n ℂ}
    (hP : IsProjector (fromBlocks A B Bᴴ D)) {x : ℂ} (hx : IsEigenvalue A x) :
    x.im = 0 ∧ 0 ≤ x.re ∧ x.re ≤ 1 := by
  obtain ⟨hA, -, h1, -⟩ := block_relations hP
  obtain ⟨v, hv, hAv⟩ := hx
  -- expectation value of A = A† A + B B†, giving x ‖v‖² = |x|² ‖v‖² + ‖B† v‖²
  have key : star v ⬝ᵥ A *ᵥ v
      = star v ⬝ᵥ (Aᴴ * A) *ᵥ v + star v ⬝ᵥ (Bᴴᴴ * Bᴴ) *ᵥ v := by
    rw [hA, conjTranspose_conjTranspose, ← dotProduct_add, ← add_mulVec, h1]
  rw [expectation_gram A v, expectation_gram Bᴴ v, hAv] at key
  simp only [star_smul, smul_dotProduct, dotProduct_smul, smul_eq_mul, Complex.star_def] at key
  have hN := Complex.nonneg_iff.1 (dotProduct_star_self_nonneg v)
  have hW := Complex.nonneg_iff.1 (dotProduct_star_self_nonneg (Bᴴ *ᵥ v))
  have hN0 : star v ⬝ᵥ v ≠ 0 := fun h => hv (dotProduct_star_self_eq_zero.1 h)
  generalize star v ⬝ᵥ v = N at key hN hN0
  generalize star (Bᴴ *ᵥ v) ⬝ᵥ (Bᴴ *ᵥ v) = W at key hW
  have hNim : N.im = 0 := hN.2.symm
  have hWim : W.im = 0 := hW.2.symm
  have hNpos : 0 < N.re :=
    lt_of_le_of_ne hN.1 fun h =>
      hN0 (Complex.ext (by simpa using h.symm) (by simpa using hNim))
  have hre := congrArg Complex.re key
  have him := congrArg Complex.im key
  simp only [Complex.add_re, Complex.add_im, Complex.mul_re, Complex.mul_im, Complex.conj_re,
    Complex.conj_im, hNim, hWim] at hre him
  -- imaginary part: x is real
  have hi : x.im * N.re = 0 := by linear_combination him
  have hxim : x.im = 0 := (mul_eq_zero.1 hi).resolve_right hNpos.ne'
  -- real part: x - x² ≥ 0
  rw [hxim] at hre
  have hq : (x.re - x.re ^ 2) * N.re = W.re := by linear_combination hre
  have hq' : 0 ≤ x.re - x.re ^ 2 := by
    by_contra hneg
    have hlt := mul_neg_of_neg_of_pos (not_le.1 hneg) hNpos
    linarith [hW.1]
  exact ⟨hxim, by nlinarith [sq_nonneg x.re], by nlinarith [sq_nonneg (x.re - 1)]⟩
```

Q: And the flattened Hamiltonian? I suspect that step is empty.

A: It is elementary, and it holds for any matrix $P$ on `m ⊕ n`. The upper block `toBlocks₁₁` of $\tilde H$ is $\tilde H_{11}=1-2A$, which is `hb`. From $Av=xv$, multiplying by $-2$ and adding $v$ gives $(1-2A)v=(1-2x)v$. The reverse step subtracts $v$ and multiplies by $-\tfrac12$. Those are the coefficients in the two `linear_combination` calls, and the eigenvector is the same on both sides. Physically, $\tilde H_{11}$ is the flattened Hamiltonian restricted to the kept half, with all hopping across the cut removed, and $0<x<1$ corresponds to a level of $\tilde H_{11}$ strictly inside the gap $(-1,1)$ of the full $\tilde H$.

```lean
omit [Fintype n] in
/-- For any block matrix `P`, `1 - 2x` is an eigenvalue of the upper block of `1 - 2P`
exactly when `x` is an eigenvalue of the upper block of `P`. -/
theorem flatH_eigenvalue_iff [DecidableEq m] [DecidableEq n]
    (P : Matrix (m ⊕ n) (m ⊕ n) ℂ) (x : ℂ) :
    IsEigenvalue (flatH P).toBlocks₁₁ (1 - 2 * x) ↔ IsEigenvalue P.toBlocks₁₁ x := by
  have hb : (flatH P).toBlocks₁₁ = 1 - (2 : ℂ) • P.toBlocks₁₁ := by
    ext i j
    simp [flatH, toBlocks₁₁, one_apply]
  rw [hb]
  refine exists_congr fun v => and_congr_right fun _ => ?_
  rw [sub_mulVec, one_mulVec, smul_mulVec]
  constructor
  · intro h
    linear_combination (norm := module) (-1 / 2 : ℂ) • h
  · intro h
    linear_combination (norm := module) (-2 : ℂ) • h
```

Q: The halves can differ in size. How can their spectra be paired?

A: Through $B^\dagger$, which maps one half to the other. Apply the third relation to $v$:
$$x\,B^\dagger v+D\,B^\dagger v=B^\dagger v\quad\Rightarrow\quad D\,(B^\dagger v)=(1-x)\,B^\dagger v .$$
Apply the first: $x^2v+BB^\dagger v=xv$, so $BB^\dagger v=x(1-x)v$. If $B^\dagger v$ vanished, then $x(1-x)v=0$, which is impossible for $x\neq0,1$ and $v\neq0$. For a unit vector $v$ the normalised partner is $B^\dagger v/\sqrt{x(1-x)}$, by the norm identity above, while the code keeps $B^\dagger v$ as it is. In `partner_eigenvector` a general matrix `C` takes the place of $B^\dagger$, `e1` and `e2` are the two relations applied to $v$, and `hz` is $x(1-x)v=0$.

```lean
/-- If `A² + BC = A` and `CA + DC = C`, then `C` maps an eigenvector of `A` with eigenvalue
`x ≠ 0, 1` to a nonzero eigenvector of `D` with eigenvalue `1 - x`. -/
theorem partner_eigenvector {A : Matrix m m ℂ} {B : Matrix m n ℂ} {C : Matrix n m ℂ}
    {D : Matrix n n ℂ} (h1 : A * A + B * C = A) (h2 : C * A + D * C = C)
    {x : ℂ} (h0 : x ≠ 0) (hone : x ≠ 1) {v : m → ℂ} (hv : v ≠ 0) (hAv : A *ᵥ v = x • v) :
    C *ᵥ v ≠ 0 ∧ D *ᵥ (C *ᵥ v) = (1 - x) • (C *ᵥ v) := by
  have e1 : (A * A + B * C) *ᵥ v = A *ᵥ v := by rw [h1]
  have e2 : (C * A + D * C) *ᵥ v = C *ᵥ v := by rw [h2]
  simp only [add_mulVec, ← mulVec_mulVec, hAv, mulVec_smul] at e1 e2
  refine ⟨fun hC => ?_, by linear_combination (norm := module) e2⟩
  -- B C v = x (1 - x) v cannot vanish
  rw [hC, mulVec_zero] at e1
  have hz : (x * (1 - x)) • v = 0 := by linear_combination (norm := module) (-1 : ℂ) • e1
  rcases smul_eq_zero.1 hz with h | h
  · exact mul_ne_zero h0 (sub_ne_zero.2 hone.symm) h
  · exact hv h
```

Because `C` is general, the lemma can be used again with the halves exchanged. If $Dw=(1-x)w$ with $w\neq0$, the fourth and second relations, reordered as `h22'` and `h12'`, make $Bw$ a nonzero eigenvector of $A$ with eigenvalue $1-(1-x)=x$. So `pairing_iff` is an equivalence for every complex $x\neq0,1$.

```lean
/-- Away from `0` and `1`, `x` is an eigenvalue of `A` exactly when `1 - x` is an eigenvalue
of the correlation matrix `D` of the other half. -/
theorem pairing_iff {A : Matrix m m ℂ} {B : Matrix m n ℂ} {D : Matrix n n ℂ}
    (hP : IsProjector (fromBlocks A B Bᴴ D)) {x : ℂ} (h0 : x ≠ 0) (hone : x ≠ 1) :
    IsEigenvalue A x ↔ IsEigenvalue D (1 - x) := by
  obtain ⟨-, -, h11, h12, h21, h22⟩ := block_relations hP
  constructor
  · rintro ⟨v, hv, hAv⟩
    exact ⟨_, partner_eigenvector h11 h21 h0 hone hv hAv⟩
  · rintro ⟨w, hw, hDw⟩
    -- the same step with the two halves exchanged
    have h22' : D * D + Bᴴ * B = D := (add_comm _ _).trans h22
    have h12' : B * D + A * B = B := (add_comm _ _).trans h12
    have hne : 1 - x ≠ 1 := fun h => h0 (by linear_combination -h)
    have h := partner_eigenvector h22' h12' (sub_ne_zero.2 hone.symm) hne hw hDw
    rw [sub_sub_cancel] at h
    exact ⟨_, h⟩
```

Q: Read me the final theorem, and say what it leaves out.

A: For finite `m` and `n` and a projector in block form, if $x$ is an eigenvalue of $A$, then `x.im = 0 ∧ 0 ≤ x.re ∧ x.re ≤ 1`, the number $1-2x$ is an eigenvalue of $\tilde H_{11}$, and if $0<\operatorname{Re}x<1$ then $1-x$ is an eigenvalue of $D$. The proof collects the three results, and each `rintro rfl` excludes an endpoint. Either set may be empty: with `m` empty $A$ has no eigenvalue, and with `n` empty $D$ has none, which forces $x\in\{0,1\}$. The theorem concerns which values occur and is silent on multiplicities.

```lean
/-- For a projector `P = [[A, B], [B†, D]]`, an eigenvalue `x` of `A` is real and in `[0, 1]`,
`1 - 2x` is an eigenvalue of the upper block of `1 - 2P`, and if `0 < x < 1` then `1 - x` is
an eigenvalue of `D`. -/
theorem half_system_spectrum [DecidableEq m] [DecidableEq n]
    {A : Matrix m m ℂ} {B : Matrix m n ℂ} {D : Matrix n n ℂ}
    (hP : IsProjector (fromBlocks A B Bᴴ D)) {x : ℂ} (hx : IsEigenvalue A x) :
    (x.im = 0 ∧ 0 ≤ x.re ∧ x.re ≤ 1) ∧
      IsEigenvalue (flatH (fromBlocks A B Bᴴ D)).toBlocks₁₁ (1 - 2 * x) ∧
      (0 < x.re → x.re < 1 → IsEigenvalue D (1 - x)) := by
  refine ⟨eigenvalue_mem_unit_interval hP hx, ?_, fun h0 h1 => ?_⟩
  · rw [flatH_eigenvalue_iff, toBlocks_fromBlocks₁₁]
    exact hx
  · refine (pairing_iff hP ?_ ?_).1 hx
    · rintro rfl
      simp at h0
    · rintro rfl
      simp at h1
```

Q: Does this say anything about a Chern insulator?

A: A Chern insulator enters only as a source of $P$. For non-interacting electrons on a finite cylinder with momentum $k$ conserved along the cut, the theorem applies to the projector $P(k)$ at each $k$, and the $x$ are the occupations from which the single-particle entanglement spectrum is computed. No $k$-dependence, Chern number, spectral flow or many-body reduced density matrix appears in the statement.

One further identity is proved. The first and fourth relations give $A-A^2=BB^\dagger$ and $D-D^2=B^\dagger B$, and `Matrix.trace_mul_comm` equates the traces. For a Slater determinant, Wick's theorem reads this trace as the particle-number variance of either half.

```lean
/-- The two halves have the same value of `tr (C - C²)`, with `C = A` or `C = D`. -/
theorem trace_fluctuation_eq {A : Matrix m m ℂ} {B : Matrix m n ℂ} {D : Matrix n n ℂ}
    (hP : IsProjector (fromBlocks A B Bᴴ D)) :
    trace (A - A * A) = trace (D - D * D) := by
  obtain ⟨-, -, h11, -, -, h22⟩ := block_relations hP
  have hA : A - A * A = B * Bᴴ := sub_eq_iff_eq_add'.2 h11.symm
  have hD : D - D * D = Bᴴ * B := sub_eq_iff_eq_add.2 h22.symm
  rw [hA, hD, Matrix.trace_mul_comm]
```

Q: Give me numbers.

A: Put one electron on two sites in the state $(3/5,\,4/5)$. Then
$$P=\frac1{25}\begin{pmatrix}9&12\\12&16\end{pmatrix},\qquad P^2=\frac1{625}\begin{pmatrix}225&300\\300&400\end{pmatrix}=P .$$
Here $x=9/25$, $1-2x=7/25$ and $D=16/25=1-x$. With $v=1$, $B^\dagger v=12/25$, whose square $144/625$ equals $x(1-x)$, so the normalised partner is $1$. Both traces equal $144/625$ as well. `projector_witness` verifies that $P$ is a projector and that $9/25$ and $1-9/25$ are eigenvalues of the blocks.

```lean
/-- The two-site matrix `[[9/25, 12/25], [12/25, 16/25]]` is a projector whose diagonal
blocks have eigenvalues `9/25` and `1 - 9/25`. -/
theorem projector_witness :
    IsProjector (fromBlocks !![(9 / 25 : ℂ)] !![(12 / 25 : ℂ)] (!![(12 / 25 : ℂ)])ᴴ
        !![(16 / 25 : ℂ)]) ∧
      IsEigenvalue !![(9 / 25 : ℂ)] (9 / 25) ∧
      IsEigenvalue !![(16 / 25 : ℂ)] (1 - 9 / 25) := by
  have hone : (![1] : Fin 1 → ℂ) ≠ 0 := fun h => by simpa using congrFun h 0
  have hB : (!![(12 / 25 : ℂ)])ᴴ = !![(12 / 25 : ℂ)] := by
    ext i j; fin_cases i; fin_cases j; simp [conjTranspose_apply]
  rw [hB]
  refine ⟨⟨?_, ?_⟩, ⟨![1], hone, ?_⟩, ⟨![1], hone, ?_⟩⟩
  · rw [fromBlocks_conjTranspose, fromBlocks_inj]
    refine ⟨?_, hB, hB, ?_⟩ <;> ext i j <;> fin_cases i <;> fin_cases j <;>
      simp [conjTranspose_apply]
  · rw [fromBlocks_multiply, fromBlocks_inj]
    refine ⟨?_, ?_, ?_, ?_⟩ <;> ext i j <;> fin_cases i <;> fin_cases j <;>
      norm_num [Matrix.mul_apply]
  · ext i; fin_cases i; norm_num [mulVec, dotProduct]
  · ext i; fin_cases i; norm_num [mulVec, dotProduct]
```

Q: Is $0<x<1$ needed, or is it an artefact of the proof?

A: It is needed. On two sites take $P=1$, both sites filled: $A=1$ has eigenvalue $1$, but $D=1$ lacks $0$. Take $P=0$: $A=0$ has eigenvalue $0$, but $D=0$ lacks $1$. At the endpoints $\|B^\dagger v\|^2=x(1-x)\|v\|^2=0$, so the mode is uncorrelated with the other half and $B^\dagger v$ supplies no partner. `pairing_fails_at_endpoints` proves both cases with `Fin 1` on each side.

Q: And the projector conditions themselves?

A: The examples for those are my own arithmetic and do not come from the code. Without idempotency, $P=\operatorname{diag}(\tfrac14,\tfrac14)$, the correlation matrix of two uncoupled sites in a thermal state with mean occupation $\tfrac14$ each, has $x=\tfrac14$ while $D$ lacks $\tfrac34$. Without Hermiticity, $\begin{pmatrix}2&-2\\1&-1\end{pmatrix}$ squares to itself and has $x=2>1$, although its lower block $-1$ still equals $1-x$. Its lower-left entry is not $B^\dagger$, so it is outside the form `fromBlocks A B Bᴴ D`. Inside that form, $A=\tfrac12+\tfrac23 i$, $B=\tfrac56$, $D=\tfrac12-\tfrac23 i$ also gives $P^2=P$, now with a non-real $x=\tfrac12+\tfrac23 i$. Neither non-Hermitian matrix is the correlation matrix of a physical state.

```lean
/-- The pairing fails at the endpoints: for `P = 1` the block `A` has eigenvalue `1` but `D`
lacks `0`, and for `P = 0` the block `A` has eigenvalue `0` but `D` lacks `1`. -/
theorem pairing_fails_at_endpoints :
    (IsProjector (fromBlocks (1 : Matrix (Fin 1) (Fin 1) ℂ) 0 (0 : Matrix (Fin 1) (Fin 1) ℂ)ᴴ 1) ∧
      IsEigenvalue (1 : Matrix (Fin 1) (Fin 1) ℂ) 1 ∧
      ¬ IsEigenvalue (1 : Matrix (Fin 1) (Fin 1) ℂ) (1 - 1)) ∧
    (IsProjector (fromBlocks (0 : Matrix (Fin 1) (Fin 1) ℂ) 0 (0 : Matrix (Fin 1) (Fin 1) ℂ)ᴴ 0) ∧
      IsEigenvalue (0 : Matrix (Fin 1) (Fin 1) ℂ) 0 ∧
      ¬ IsEigenvalue (0 : Matrix (Fin 1) (Fin 1) ℂ) (1 - 0)) := by
  have hone : (![1] : Fin 1 → ℂ) ≠ 0 := fun h => by simpa using congrFun h 0
  refine ⟨⟨⟨?_, ?_⟩, ⟨![1], hone, by rw [one_mulVec, one_smul]⟩, ?_⟩,
    ⟨⟨?_, ?_⟩, ⟨![1], hone, by rw [zero_mulVec, zero_smul]⟩, ?_⟩⟩
  · rw [conjTranspose_zero, fromBlocks_one, conjTranspose_one]
  · rw [conjTranspose_zero, fromBlocks_one, Matrix.mul_one]
  · rintro ⟨v, hv, h⟩
    rw [one_mulVec, sub_self, zero_smul] at h
    exact hv h
  · rw [conjTranspose_zero, fromBlocks_zero, conjTranspose_zero]
  · rw [conjTranspose_zero, fromBlocks_zero, Matrix.mul_zero]
  · rintro ⟨v, hv, h⟩
    rw [zero_mulVec, sub_zero, one_smul] at h
    exact hv h.symm

end EntanglementSpectrum
```

```lean
#print axioms EntanglementSpectrum.block_relations
#print axioms EntanglementSpectrum.half_system_spectrum
#print axioms EntanglementSpectrum.trace_fluctuation_eq
#print axioms EntanglementSpectrum.pairing_fails_at_endpoints
```

```
'EntanglementSpectrum.block_relations' depends on axioms: [propext, Classical.choice, Quot.sound]
'EntanglementSpectrum.half_system_spectrum' depends on axioms: [propext, Classical.choice, Quot.sound]
'EntanglementSpectrum.trace_fluctuation_eq' depends on axioms: [propext, Classical.choice, Quot.sound]
'EntanglementSpectrum.pairing_fails_at_endpoints' depends on axioms: [propext, Classical.choice, Quot.sound]
```
